# Weyl dimensions weighted by spin degeneracy add up to the number of Slater determinants

A full configuration interaction calculation for $N$ electrons in $K$ spatial orbitals can be set up in Slater determinants, of which there are $\binom{2K}{N}$ when all spin projections are included, or in spin-adapted functions, which Weyl's formula counts separately for each total spin $S$. If both sets span the same space, the spin multiplets, each counted with its $2S+1$ components, must account for every determinant, and the Lean file below proves that the numbers agree for all natural $K$ and $N$.

```lean
import Mathlib

open Finset

namespace WeylMultipletSumRule

noncomputable section

/-- The Weyl dimension for `K` spatial orbitals, with `a` spin-up and `b` spin-down
electrons in the highest-weight component, so that `2S = a - b`. -/
def weylDim (K a b : ℕ) : ℚ :=
  ((a : ℚ) - b + 1) * ((K + 1).choose (a + 1) : ℚ) * ((K + 1).choose b : ℚ) / ((K : ℚ) + 1)

/-- The number of Slater determinants with `a` spin-up and `b` spin-down electrons
in `K` spatial orbitals. -/
def detCount (K a b : ℕ) : ℚ := (K.choose a : ℚ) * (K.choose b : ℚ)

/-- A sum over the components of a multiplet is the sum over its two extreme spin
projections plus the sum over the components of the multiplet with spin lower by one. -/
theorem sum_components_peel (N m : ℕ) (f : ℕ → ℚ) (h : 2 * (m + 1) ≤ N) :
    ∑ j ∈ Icc m (N - m), f j
      = f m + f (N - m) + ∑ j ∈ Icc (m + 1) (N - (m + 1)), f j := by
  have hs : Icc m (N - m) = insert m (insert (N - m) (Icc (m + 1) (N - (m + 1)))) := by
    ext j
    simp only [mem_insert, mem_Icc]
    omega
  have h1 : m ∉ insert (N - m) (Icc (m + 1) (N - (m + 1))) := by
    simp only [mem_insert, mem_Icc]
    omega
  have h2 : N - m ∉ Icc (m + 1) (N - (m + 1)) := by
    simp only [mem_Icc]
    omega
  rw [hs, sum_insert h1, sum_insert h2, add_assoc]

/-- For a weight `g` depending on the number of spin-down electrons: the weighted sum over the
multiplets with at most `m` spin-down electrons in the highest-weight component, plus the weighted
determinant count for `j` from `m` to `N - m`, equals the sum of `g` over that range times the
determinant count at `m`, plus the weighted count of all determinants. -/
theorem high_spin_partial_sum (K N : ℕ) (g : ℕ → ℚ) (m : ℕ) (hm : 2 * m ≤ N) :
    ∑ b ∈ range (m + 1), (∑ j ∈ Icc b (N - b), g j) * weylDim K (N - b) b
        + ∑ j ∈ Icc m (N - m), g j * detCount K (N - j) j
      = (∑ j ∈ Icc m (N - m), g j) * detCount K (N - m) m
        + ∑ j ∈ Icc 0 N, g j * detCount K (N - j) j := by
  have hK : (K : ℚ) + 1 ≠ 0 := by positivity
  -- absorption identity for binomial coefficients, in the rationals
  have absorb : ∀ a : ℕ, ((K : ℚ) + 1) * (K.choose a : ℚ)
      = ((K + 1).choose (a + 1) : ℚ) * ((a : ℚ) + 1) := by
    intro a
    exact_mod_cast Nat.add_one_mul_choose_eq K a
  have pascal : ∀ a : ℕ, ((K + 1).choose (a + 1) : ℚ)
      = (K.choose a : ℚ) + (K.choose (a + 1) : ℚ) := by
    intro a
    exact_mod_cast Nat.choose_succ_succ' K a
  induction m with
  | zero =>
    have h0 : weylDim K N 0 = detCount K N 0 := by
      unfold weylDim detCount
      simp only [Nat.choose_zero_right, Nat.cast_zero, Nat.cast_one]
      rw [div_eq_iff hK]
      linear_combination (-1 : ℚ) * absorb N
    simp only [zero_add, sum_range_one, Nat.sub_zero]
    rw [h0]
  | succ m ih =>
    have ih' := ih (by omega)
    have hA := sum_components_peel N m g hm
    have hT := sum_components_peel N m (fun j => g j * detCount K (N - j) j) hm
    have e1 : N - (N - m) = m := by omega
    have e2 : N - (m + 1) + 1 = N - m := by omega
    -- lowering the spin projection from S + 1 to S changes the determinant count by the
    -- Weyl dimension for spin S
    have hW : weylDim K (N - (m + 1)) (m + 1)
        = detCount K (N - (m + 1)) (m + 1) - detCount K (N - m) m := by
      rw [← e2]
      generalize N - (m + 1) = a
      have h1 := absorb a
      have h2 := absorb m
      rw [pascal] at h1 h2
      unfold weylDim detCount
      rw [div_eq_iff hK, pascal a, pascal m]
      push_cast
      linear_combination
        (-((K.choose m : ℚ) + (K.choose (m + 1) : ℚ))) * h1
          + ((K.choose a : ℚ) + (K.choose (a + 1) : ℚ)) * h2
    have hsym : detCount K m (N - m) = detCount K (N - m) m := by
      unfold detCount
      ring
    simp only [e1, hsym] at hT
    rw [sum_range_succ]
    linear_combination ih' - hT + detCount K (N - m) m * hA
      + (∑ j ∈ Icc (m + 1) (N - (m + 1)), g j) * hW

/-- Spin-resolved sum rule: a weight depending on the number of spin-down electrons has the
same total over all components of all multiplets as over all determinants. -/
theorem spin_resolved_sum_rule (K N : ℕ) (g : ℕ → ℚ) :
    ∑ b ∈ range (N / 2 + 1), (∑ j ∈ Icc b (N - b), g j) * weylDim K (N - b) b
      = ∑ j ∈ Icc 0 N, g j * detCount K (N - j) j := by
  have hp := high_spin_partial_sum K N g (N / 2) (by omega)
  -- the lowest multiplet is a singlet or a doublet, with equal counts for its components
  have hlow : ∑ j ∈ Icc (N / 2) (N - N / 2), g j * detCount K (N - j) j
      = (∑ j ∈ Icc (N / 2) (N - N / 2), g j) * detCount K (N - N / 2) (N / 2) := by
    rw [sum_mul]
    refine sum_congr rfl fun j hj => ?_
    rw [mem_Icc] at hj
    have hcase : j = N / 2 ∨ j = N - N / 2 := by omega
    rcases hcase with h | h
    · rw [h]
    · have e : N - j = N / 2 := by omega
      rw [e, ← h]
      unfold detCount
      ring
  linarith

/-- Multiplets weighted by their spin degeneracy `2S + 1 = N - 2b + 1` exhaust the
determinants of `N` electrons in `2K` spin orbitals. -/
theorem multiplets_exhaust_determinants (K N : ℕ) :
    ∑ b ∈ range (N / 2 + 1), ((N : ℚ) - 2 * b + 1) * weylDim K (N - b) b
      = ((2 * K).choose N : ℚ) := by
  -- Vandermonde: distribute the electrons over the two spin directions
  have hv : (2 * K).choose N = ∑ j ∈ Icc 0 N, K.choose j * K.choose (N - j) := by
    have hr : Icc 0 N = range (N + 1) := by
      ext j
      simp only [mem_Icc, mem_range]
      omega
    rw [two_mul, Nat.add_choose_eq, hr]
    exact Finset.Nat.sum_antidiagonal_eq_sum_range_succ
      (fun i j => K.choose i * K.choose j) N
  have hs := spin_resolved_sum_rule K N (fun _ => 1)
  calc ∑ b ∈ range (N / 2 + 1), ((N : ℚ) - 2 * b + 1) * weylDim K (N - b) b
      = ∑ b ∈ range (N / 2 + 1),
          (∑ _j ∈ Icc b (N - b), (1 : ℚ)) * weylDim K (N - b) b := by
        refine sum_congr rfl fun b hb => ?_
        rw [mem_range] at hb
        -- the number of components is the spin degeneracy
        have h : (N - b + 1 - b) + 2 * b = N + 1 := by omega
        have h' : ((N - b + 1 - b : ℕ) : ℚ) + 2 * (b : ℚ) = (N : ℚ) + 1 := by
          exact_mod_cast h
        rw [sum_const, Nat.card_Icc, nsmul_eq_mul, mul_one]
        congr 1
        linarith
    _ = ∑ j ∈ Icc 0 N, 1 * detCount K (N - j) j := hs
    _ = ((2 * K).choose N : ℚ) := by
        rw [hv, Nat.cast_sum]
        refine sum_congr rfl fun j _ => ?_
        unfold detCount
        rw [Nat.cast_mul]
        ring

/-- Summed over all electron numbers, the multiplets weighted by spin degeneracy give the
dimension `4 ^ K` of the Fock space of `K` spatial orbitals. -/
theorem multiplets_exhaust_fock_space (K : ℕ) :
    ∑ N ∈ range (2 * K + 1), ∑ b ∈ range (N / 2 + 1),
        ((N : ℚ) - 2 * b + 1) * weylDim K (N - b) b = 4 ^ K := by
  rw [sum_congr rfl fun N _ => multiplets_exhaust_determinants K N, ← Nat.cast_sum,
    Nat.sum_range_choose, pow_mul]
  norm_num

/-- Particle-hole symmetry: the Weyl dimension is unchanged when electrons are replaced by
holes at the same spin. -/
theorem weylDim_particle_hole (K a b : ℕ) (ha : a ≤ K) (hb : b ≤ K) :
    weylDim K (K - b) (K - a) = weylDim K a b := by
  have h1 : (K + 1).choose (K - b + 1) = (K + 1).choose b :=
    Nat.choose_symm_of_eq_add (by omega)
  have h2 : (K + 1).choose (K - a) = (K + 1).choose (a + 1) :=
    Nat.choose_symm_of_eq_add (by omega)
  unfold weylDim
  rw [h1, h2, Nat.cast_sub ha, Nat.cast_sub hb]
  ring

end

end WeylMultipletSumRule
```

```lean
#print axioms WeylMultipletSumRule.multiplets_exhaust_determinants
-- 'WeylMultipletSumRule.multiplets_exhaust_determinants' depends on axioms: [propext, Classical.choice, Quot.sound]
#print axioms WeylMultipletSumRule.multiplets_exhaust_fock_space
-- 'WeylMultipletSumRule.multiplets_exhaust_fock_space' depends on axioms: [propext, Classical.choice, Quot.sound]
#print axioms WeylMultipletSumRule.weylDim_particle_hole
-- 'WeylMultipletSumRule.weylDim_particle_hole' depends on axioms: [propext, Classical.choice, Quot.sound]
```

## Two ways of counting the same electrons

Let $a$ and $b$ be the numbers of spin-up and spin-down electrons in the component of a multiplet with the largest spin projection, so that $2S=a-b$ and $N=a+b$. Weyl's formula for the number of multiplets with this spin is

$$W(K,a,b)=\frac{a-b+1}{K+1}\binom{K+1}{a+1}\binom{K+1}{b}.$$

This is `weylDim K a b`. For fixed $N$ the label $b$ alone fixes the spin, through $2S=N-2b$, and it runs over $0\le 2b\le N$. The main theorem, `multiplets_exhaust_determinants`, states

$$\sum_{2b\le N}(N-2b+1)\,W(K,N-b,b)=\binom{2K}{N}.$$

A small molecular example is two electrons in two orbitals, as for H$_2$ in a minimal basis. There $W(2,2,0)=1$ and $W(2,1,1)=3$, that is, one triplet and three singlets, and $3\cdot1+1\cdot3=6=\binom42$.

The determinants can also be sorted by spin projection. With $j$ spin-down electrons the projection is $M=N/2-j$, and the number of determinants is

$$D_j=\binom{K}{N-j}\binom{K}{j},$$

which is `detCount K (N - j) j`. A multiplet labelled $b$ has one component for each $j$ from $b$ to $N-b$, and these are $N-2b+1=2S+1$ values.

The proof goes through a stronger statement, `spin_resolved_sum_rule`. For any rational weight $g(j)$,

$$\sum_{2b\le N}\Big(\sum_{j=b}^{N-b}g(j)\Big)W(K,N-b,b)=\sum_{j=0}^{N}g(j)\,D_j .$$

If $g$ is one at a single value of $j$ and zero elsewhere, this says that the determinants with a given projection are as many as the multiplets that have a component there. The agreement therefore holds projection by projection, and not only in the total.

## What the Lean statements fix and what they leave to physics

The counts are whole numbers, but Lean treats them as rationals, because the formula contains a division by $K+1$ and a difference $a-b$. The degeneracy is likewise written with a rational subtraction, `(N : ℚ) - 2 * b + 1`. The subtraction `N - b` between natural numbers does no harm, since $b$ never exceeds $N/2$ in the sum. The range `range (N / 2 + 1)` uses integer division and contains exactly the $b$ with $2b\le N$.

No relation between $N$ and $K$ is assumed. For $N>2K$ there are too many electrons for the orbitals, and both sides vanish.

The theorems are about numbers. The file contains no Hilbert space and no operator $\hat S^2$, and it defines `weylDim` by Weyl's formula without deriving that this formula counts spin eigenfunctions. The reading as multiplets and determinants is the physics supplied by the two definitions. It assumes a finite set of spatial orbitals, each available to both spins, with all occupations allowed. Within that complete and untruncated space, the identity gives a consistency test for the numbers of spin-adapted functions that a configuration interaction program reports for each total spin, provided that one function is counted per multiplet and that the numbers are summed over all spatial symmetries; a truncated expansion or a restricted active space needs its own count.

## Why the Weyl dimension is a difference of determinant counts

Every multiplet with spin $S+1$ or higher has one component at $M=S+1$ and one at $M=S$. A multiplet with spin exactly $S$ has one component at $M=S$ and none at $M=S+1$, and a multiplet with lower spin has none at either. The number of multiplets with spin $S$ should therefore be the number of determinants at $M=S$ minus the number at $M=S+1$. For the formula $W$ this is an algebraic identity:

$$W(K,a,m+1)=\binom Ka\binom K{m+1}-\binom K{a+1}\binom Km .$$

To verify it, write $A=\binom{K+1}{a+1}$ and $B=\binom{K+1}{m+1}$. The absorption identity gives

$$(K+1)\binom Ka=(a+1)A,\qquad (K+1)\binom Km=(m+1)B,$$

and Pascal's rule gives $\binom K{a+1}=A-\binom Ka$ and $\binom K{m+1}=B-\binom Km$. The right-hand side of the claim becomes

$$\binom Ka\Big(B-\binom Km\Big)-\Big(A-\binom Ka\Big)\binom Km=\binom Ka B-A\binom Km=\frac{(a-m)AB}{K+1}.$$

Since $a-(m+1)+1=a-m$, this is $W(K,a,m+1)$.

In the file this is the step `hW` inside `high_spin_partial_sum`. The local facts `absorb` and `pascal` are the two binomial rules. The `generalize` step replaces $N-(m+1)$ by a free $a$, and `linear_combination` then multiplies the absorption identity for $a$ by $B$ and the one for $m$ by $A$ and takes their difference, as above.

## Adding multiplets from the highest spin downwards

Abbreviate

$$W_b=W(K,N-b,b),\qquad G_m=\sum_{j=m}^{N-m}g(j),\qquad T_m=\sum_{j=m}^{N-m}g(j)D_j .$$

The theorem `high_spin_partial_sum` says that for $2m\le N$

$$\sum_{b=0}^{m}G_bW_b+T_m=G_mD_m+T_0 .$$

For $m=0$ this needs only $W_0=D_0$, which is the absorption identity once more:

$$W(K,N,0)=\frac{N+1}{K+1}\binom{K+1}{N+1}=\binom KN .$$

For the step from $m$ to $m+1$, with $2(m+1)\le N$, both interval sums lose their two end points. This is `sum_components_peel`, which is applied once to $g$ and once to $g(j)D_j$:

$$G_m=g(m)+g(N-m)+G_{m+1},$$

$$T_m=g(m)D_m+g(N-m)D_{N-m}+T_{m+1}.$$

Exchanging spin up and spin down leaves the determinant count unchanged, so $D_{N-m}=D_m$ (`hsym`), and hence

$$T_m-T_{m+1}=D_m\,(G_m-G_{m+1}).$$

The previous section's difference formula, taken at $a=N-(m+1)$, reads $W_{m+1}=D_{m+1}-D_m$. With the induction hypothesis this gives

$$\begin{aligned}
\sum_{b=0}^{m+1}G_bW_b+T_{m+1}
&=G_mD_m+T_0+G_{m+1}W_{m+1}-(T_m-T_{m+1})\\
&=G_mD_m+T_0+G_{m+1}(D_{m+1}-D_m)-D_m(G_m-G_{m+1})\\
&=G_{m+1}D_{m+1}+T_0 .
\end{aligned}$$

The last `linear_combination` of the Lean proof combines the same four ingredients: the induction hypothesis `ih'`, the two splittings `hT` and `hA`, and the difference formula `hW`.

Now let $m$ be the integer part of $N/2$. The multiplet of lowest spin is a singlet for even $N$ and a doublet for odd $N$, so the interval from $m$ to $N-m$ contains one value of $j$ or two. In the second case the two determinant counts are equal by spin exchange. Either way $T_m=G_mD_m$, which is `hlow`. These terms cancel from the partial sum, and the spin-resolved sum rule remains.

## From the sum rule to the total dimension

With $g(j)=1$ the inner sum counts the components of a multiplet and equals $N-2b+1$. The right-hand side becomes

$$\sum_{j=0}^{N}\binom{K}{N-j}\binom Kj=\binom{2K}{N},$$

which is Vandermonde's identity: choosing $N$ of the $2K$ spin orbitals means choosing $j$ of one spin and $N-j$ of the other. The three steps of the `calc` block are the count of components, the sum rule and Vandermonde's identity (`hv`).

Summing over all electron numbers then gives `multiplets_exhaust_fock_space`:

$$\sum_{N=0}^{2K}\binom{2K}{N}=2^{2K}=4^K .$$

This is the dimension of the Fock space. In each of its basis determinants, every spatial orbital is empty, singly occupied with either spin, or doubly occupied, which gives four choices per orbital.

## Electrons and holes

The theorem `weylDim_particle_hole` states that for $a,b\le K$

$$W(K,K-b,K-a)=W(K,a,b).$$

Replacing electrons by holes turns $N=a+b$ into $2K-N$ and keeps the spin, because $(K-b)-(K-a)=a-b$. The prefactor is therefore unchanged. The symmetry of the binomial coefficients gives

$$\binom{K+1}{K-b+1}=\binom{K+1}{b},\qquad \binom{K+1}{K-a}=\binom{K+1}{a+1},$$

so the two binomial factors only change places. This proof is independent of the sum rule.

## The same argument for singly occupied orbitals

The downward summation uses only two properties of the counts: $D_j=D_{N-j}$, and $W_b=D_b-D_{b-1}$ with $W_0=D_0$. Both are available for $N$ electrons in $N$ singly occupied orbitals, where only the spins are free and $D_j=\binom Nj$. The number of multiplets with $2S=N-2b$ is then $\binom Nb-\binom N{b-1}$, with the second term absent for $b=0$, and the argument with $g=1$ gives

$$\sum_{2b\le N}(N-2b+1)\left[\binom Nb-\binom N{b-1}\right]=2^N .$$

For three electrons this is one quartet and two doublets, $4\cdot1+2\cdot2=8$. This variant is derived here in prose and is not among the theorems of the file.
